# For bounded self-adjoint $H$ and an orthonormal trial basis, the Galerkin error in $(z-H)^{-1}b$ is at most $\lVert z-H\rVert/|\operatorname{Im}z|$ times the error of any trial vector

## Can a pole of the projected Hamiltonian spoil a response calculation?

I compute a broadened absorption spectrum by solving $(z-H)x=b$ at $z=\omega+i\eta$, where $H$ is the Hamiltonian, $b$ is the dipole operator applied to the initial state, $\omega$ is the energy of the initial state plus that of the absorbed photon, and $\eta>0$ is the broadening. The full space is too large, so I project $H$ onto a small orthonormal basis, solve there, and map the solution back.

What worries me is that the projected Hamiltonian has eigenvalues where $H$ has none. Take two states coupled by an off-diagonal element 1, so that the levels are $\pm1$, and keep only the first state, with $b$ equal to it. The projected Hamiltonian is the number 0, a pole in the middle of the gap. At $z=i\eta$ the exact $x$ has norm $1/\sqrt{1+\eta^2}$, while the projected answer has norm $1/\eta$. Since $z-H$ is not a positive operator, the usual minimum principle is not there to protect me. If my basis does contain a good approximation to $x$, can the projected solution still miss it badly?

## The broadening limits the damage

It can miss by a factor, but the factor is bounded. The error of the projected solution is at most $\lVert z-H\rVert/|\operatorname{Im}z|$ times the error of any vector in your trial space. Here $\lVert z-H\rVert$ is the largest distance from $z$ to any point of the spectrum of $H$, and $|\operatorname{Im}z|=\eta$. At fixed $H$ and $z$, the projected solution therefore converges to $x$ whenever the best trial error goes to zero, wherever the spurious poles lie. The factor can be large, when $\eta$ is small or $H$ has very high levels, and the basis must then approximate $x$ correspondingly well before the bound guarantees a small error.

### From a real expectation value to the error bound

Let $H$ be a bounded self-adjoint operator on a Hilbert space $E$. Let $Q$ map coefficient vectors in a Hilbert space $F$ to states in $E$, with $Q^\dagger Q=1$; for a finite basis, the columns of $Q$ are the orthonormal basis states. Put $T=Q^\dagger HQ$ and take $\operatorname{Im}z\neq0$. Write

$$x=(z-H)^{-1}b,\qquad y=Qc,\qquad c=(z-T)^{-1}Q^\dagger b,\qquad e=x-y .$$

Both inverses exist, because $H$ and $T$ are self-adjoint and their spectra are real.

**Coercivity.** For any $v$ in $E$,
$$\langle v,(z-H)v\rangle=z\lVert v\rVert^2-\langle v,Hv\rangle .$$
The energy expectation value is real, so the imaginary part is $\operatorname{Im}z\,\lVert v\rVert^2$. A complex number is at least as large in modulus as its imaginary part, hence
$$|\operatorname{Im}z|\,\lVert v\rVert^2\le|\langle v,(z-H)v\rangle| .$$
This does the work that a minimum principle would do for a positive operator.

**Orthogonality.** We have $Q^\dagger(z-H)x=Q^\dagger b$. Since $Q^\dagger Q=1$, we also have
$$Q^\dagger(z-H)Qc=(z-T)c=Q^\dagger b .$$
Subtracting gives $Q^\dagger(z-H)e=0$, so $\langle Qw,(z-H)e\rangle=0$ for every $w$ in $F$.

**The bound.** For any $u$ in $F$, write $e=(x-Qu)+Q(u-c)$. The second term drops out on the left of the inner product:
$$|\operatorname{Im}z|\,\lVert e\rVert^2\le|\langle e,(z-H)e\rangle|=|\langle x-Qu,(z-H)e\rangle|\le\lVert x-Qu\rVert\,\lVert z-H\rVert\,\lVert e\rVert .$$
If $e=0$ there is nothing to prove. Otherwise divide by $|\operatorname{Im}z|\,\lVert e\rVert$:
$$\lVert x-y\rVert\le\frac{\lVert z-H\rVert}{|\operatorname{Im}z|}\,\lVert x-Qu\rVert .$$
The weaker bound with the factor $1+\lVert z-H\rVert/\operatorname{Im}z$, for $\operatorname{Im}z>0$, follows at once.

**Exactness.** If $x=Qu$ for some $u$, the right-hand side vanishes and $y=x$. Conversely, $y$ always lies in the trial space, so $y=x$ puts $x$ there too.

**Matrix elements.** A spectrum needs $\langle a,x\rangle$ for some state $a$. Let $x'=(\bar z-H)^{-1}a$. Then, for any $w$ in $F$,
$$\langle a,e\rangle=\langle(\bar z-H)x',e\rangle=\langle x',(z-H)e\rangle=\langle x'-Qw,(z-H)e\rangle .$$
Cauchy–Schwarz and the previous bound give
$$|\langle a,x\rangle-\langle a,y\rangle|\le\frac{\lVert z-H\rVert^2}{|\operatorname{Im}z|}\,\lVert x'-Qw\rVert\,\lVert x-Qu\rVert .$$
The error is at most a constant times the product of two trial errors, so at fixed $z$ it is small to second order when the basis describes both $x$ and $x'$ well.

**Your two-level case.** At $z=i\eta$ the projected solution has error $1/(\eta\sqrt{1+\eta^2})$, and the best multiple of the first state has error $1/(1+\eta^2)$. Their ratio is $\sqrt{1+\eta^2}/\eta$, which equals $\lVert z-H\rVert/|\operatorname{Im}z|$. Your example therefore attains the bound. These values come from inverting a $2\times2$ matrix; the Lean theorem about this pair confirms only that $H$ is self-adjoint and that $Q^\dagger Q=1$.

### Operators, coefficients and conventions in Lean

`E` and `F` are complete complex inner product spaces of any dimension, so finite matrices are included. The type `E →L[ℂ] E` holds the bounded linear operators. The inner product is conjugate-linear in its first entry, as in Dirac notation.

- `shift H z` is $z-H$, in that order of signs.
- `green H z` is $G(z)=(z-H)^{-1}$.
- `compress H Q` is $T$, acting on coefficients.
- `galerkin H Q z b` is $y$, already mapped back to `E`.
- `IsSelfAdjoint H` says $H^\dagger=H$, and `adjoint Q ∘L Q = 1` says that the trial basis is orthonormal. For an overlapping basis, such as raw atomic orbitals, the formulas here apply after orthogonalisation; solving with the overlap matrix in place of the identity gives the same $y$.

The main theorem, `galerkin_error`, assumes `z.im ≠ 0` and so treats retarded and advanced resolvents alike. The version with the extra 1, `galerkin_error_one_add`, assumes `0 < z.im`. The broadening is an input: it may stand for a finite lifetime or for instrumental resolution, and the theorems don't derive it.

The step left to you is the passage from the physical Hamiltonian to a bounded one. Kinetic energy in the continuum is unbounded, so in practice $H$ is a matrix in some large reference basis, and the error of that basis comes on top. Refining it usually raises the largest energy, and $\lVert z-H\rVert$ with it. Within that finite reference basis, the bounds apply to resolvent vectors and their matrix elements, and so to broadened spectra, whether $H$ is a one-electron Hamiltonian or the many-electron Hamiltonian of interacting electrons.

```lean
import Mathlib

open ContinuousLinearMap (adjoint)
open scoped InnerProductSpace ComplexConjugate

namespace GalerkinResolvent

noncomputable section

variable {E F : Type*} [NormedAddCommGroup E] [InnerProductSpace ℂ E] [CompleteSpace E]
  [NormedAddCommGroup F] [InnerProductSpace ℂ F] [CompleteSpace F]

/-- The shifted Hamiltonian `z - H`. -/
def shift (H : E →L[ℂ] E) (z : ℂ) : E →L[ℂ] E := z • (1 : E →L[ℂ] E) - H

/-- The Green's operator `G(z) = (z - H)⁻¹`, meaningful where `z - H` is invertible. -/
def green (H : E →L[ℂ] E) (z : ℂ) : E →L[ℂ] E := Ring.inverse (shift H z)

/-- The projected Hamiltonian `T = Q† H Q` acting on coefficient vectors. -/
def compress (H : E →L[ℂ] E) (Q : F →L[ℂ] E) : F →L[ℂ] F := adjoint Q ∘L (H ∘L Q)

/-- For `Q† Q = 1` and `T = Q† H Q`, the Galerkin approximation `Q (z - T)⁻¹ Q† b` to `G(z) b`,
meaningful where `z - T` is invertible. -/
def galerkin (H : E →L[ℂ] E) (Q : F →L[ℂ] E) (z : ℂ) (b : E) : E :=
  Q (green (compress H Q) z (adjoint Q b))

omit [CompleteSpace E] in
/-- The shifted Hamiltonian sends a vector `v` to `z v - H v`. -/
lemma shift_apply (H : E →L[ℂ] E) (z : ℂ) (v : E) : shift H z v = z • v - H v := by
  simp [shift]

/-- A self-adjoint Hamiltonian may be moved from one side of the inner product to the other. -/
lemma inner_symm {H : E →L[ℂ] E} (hH : IsSelfAdjoint H) (u v : E) :
    ⟪H u, v⟫_ℂ = ⟪u, H v⟫_ℂ := by
  have h : adjoint H = H := hH
  have h2 := ContinuousLinearMap.adjoint_inner_left H v u
  rwa [h] at h2

/-- For self-adjoint `H` and `z` off the real axis, `G(z) b` solves `(z - H) x = b`. -/
theorem shift_green {H : E →L[ℂ] E} (hH : IsSelfAdjoint H) {z : ℂ} (hz : z.im ≠ 0) (b : E) :
    shift H z (green H z b) = b := by
  -- the spectrum of a self-adjoint operator is real
  have hu : IsUnit (shift H z) := by
    by_contra h
    have hs : z ∈ spectrum ℂ H := by
      rw [spectrum.mem_iff, Algebra.algebraMap_eq_smul_one]
      exact h
    have e := congrArg Complex.im (hH.mem_spectrum_eq_re hs)
    exact hz (by simpa using e)
  exact DFunLike.congr_fun (Ring.mul_inverse_cancel _ hu) b

/-- The projection `Q† H Q` of a self-adjoint Hamiltonian is self-adjoint. -/
theorem compress_selfAdjoint {H : E →L[ℂ] E} (hH : IsSelfAdjoint H) (Q : F →L[ℂ] E) :
    IsSelfAdjoint (compress H Q) := by
  have h : adjoint H = H := hH
  change adjoint (adjoint Q ∘L (H ∘L Q)) = adjoint Q ∘L (H ∘L Q)
  rw [ContinuousLinearMap.adjoint_comp, ContinuousLinearMap.adjoint_comp,
    ContinuousLinearMap.adjoint_adjoint, h, ContinuousLinearMap.comp_assoc]

/-- Coercivity: for self-adjoint `H`, the form `⟨v, (z - H) v⟩` has modulus at least
`|Im z| ‖v‖²`. -/
theorem coercive {H : E →L[ℂ] E} (hH : IsSelfAdjoint H) (z : ℂ) (v : E) :
    |z.im| * ‖v‖ ^ 2 ≤ ‖⟪v, shift H z v⟫_ℂ‖ := by
  -- the energy expectation value is real
  have him : (⟪v, H v⟫_ℂ).im = 0 := by
    have h2 := inner_conj_symm (𝕜 := ℂ) v (H v)
    rw [inner_symm hH] at h2
    exact Complex.conj_eq_iff_im.mp h2
  have h : ⟪v, shift H z v⟫_ℂ = z * ((‖v‖ ^ 2 : ℝ) : ℂ) - ⟪v, H v⟫_ℂ := by
    simp [shift_apply, inner_self_eq_norm_sq_to_K]
  have h3 : (⟪v, shift H z v⟫_ℂ).im = z.im * ‖v‖ ^ 2 := by
    rw [h, Complex.sub_im, Complex.im_mul_ofReal, him, sub_zero]
  have h4 := Complex.abs_im_le_norm ⟪v, shift H z v⟫_ℂ
  rwa [h3, abs_mul, abs_of_nonneg (sq_nonneg ‖v‖)] at h4

/-- Galerkin orthogonality: for self-adjoint `H`, `Q† Q = 1` and `Im z ≠ 0`, the residual
`(z - H)(x - y)` of the approximation `y` to `x = G(z) b` is orthogonal to the trial space. -/
theorem galerkin_orthogonality {H : E →L[ℂ] E} (hH : IsSelfAdjoint H) {Q : F →L[ℂ] E}
    (hQ : adjoint Q ∘L Q = 1) {z : ℂ} (hz : z.im ≠ 0) (b : E) (w : F) :
    ⟪Q w, shift H z (green H z b - galerkin H Q z b)⟫_ℂ = 0 := by
  have hc := shift_green (compress_selfAdjoint hH Q) hz (adjoint Q b)
  have hQQ (c : F) : adjoint Q (Q c) = c := DFunLike.congr_fun hQ c
  have h : adjoint Q (shift H z (green H z b - galerkin H Q z b)) = 0 := by
    rw [map_sub, shift_green hH hz, map_sub, sub_eq_zero, galerkin, shift_apply H,
      map_sub, map_smul, hQQ]
    rw [shift_apply] at hc
    exact hc.symm
  rw [← ContinuousLinearMap.adjoint_inner_right, h, inner_zero_right]

/-- Quasi-optimality: for self-adjoint `H`, `Q† Q = 1` and `Im z ≠ 0`, the Galerkin error is at
most `‖z - H‖ / |Im z|` times the error of any trial vector `Q u`. -/
theorem galerkin_error {H : E →L[ℂ] E} (hH : IsSelfAdjoint H) {Q : F →L[ℂ] E}
    (hQ : adjoint Q ∘L Q = 1) {z : ℂ} (hz : z.im ≠ 0) (b : E) (u : F) :
    ‖green H z b - galerkin H Q z b‖ ≤ ‖shift H z‖ / |z.im| * ‖green H z b - Q u‖ := by
  have ho := galerkin_orthogonality hH hQ hz b
    (u - green (compress H Q) z (adjoint Q b))
  have hsplit : green H z b - galerkin H Q z b = (green H z b - Q u)
      + Q (u - green (compress H Q) z (adjoint Q b)) := by
    rw [map_sub, galerkin]
    abel
  set e := green H z b - galerkin H Q z b with he
  -- orthogonality replaces the left entry by the error of the trial vector
  have h1 : ⟪e, shift H z e⟫_ℂ = ⟪green H z b - Q u, shift H z e⟫_ℂ := by
    calc ⟪e, shift H z e⟫_ℂ = ⟪(green H z b - Q u)
          + Q (u - green (compress H Q) z (adjoint Q b)), shift H z e⟫_ℂ :=
          congrArg (fun t => ⟪t, shift H z e⟫_ℂ) hsplit
      _ = _ := by rw [inner_add_left, ho, add_zero]
  have h2 : |z.im| * ‖e‖ ^ 2 ≤ ‖green H z b - Q u‖ * (‖shift H z‖ * ‖e‖) := by
    refine (coercive hH z e).trans ?_
    rw [h1]
    refine (norm_inner_le_norm _ _).trans ?_
    gcongr
    exact (shift H z).le_opNorm e
  rcases (norm_nonneg e).eq_or_lt with h0 | hpos
  · rw [← h0]
    positivity
  · rw [div_mul_eq_mul_div, le_div_iff₀ (abs_pos.mpr hz)]
    refine le_of_mul_le_mul_right ?_ hpos
    linarith

/-- For self-adjoint `H`, `Q† Q = 1` and `Im z > 0`, the Galerkin error is at most
`1 + ‖z - H‖ / Im z` times the error of any trial vector `Q u`. -/
theorem galerkin_error_one_add {H : E →L[ℂ] E} (hH : IsSelfAdjoint H) {Q : F →L[ℂ] E}
    (hQ : adjoint Q ∘L Q = 1) {z : ℂ} (hz : 0 < z.im) (b : E) (u : F) :
    ‖green H z b - galerkin H Q z b‖ ≤ (1 + ‖shift H z‖ / z.im) * ‖green H z b - Q u‖ := by
  have h := galerkin_error hH hQ hz.ne' b u
  rw [abs_of_pos hz] at h
  linarith [norm_nonneg (green H z b - Q u)]

/-- For self-adjoint `H`, `Q† Q = 1` and `Im z ≠ 0`, the Galerkin approximation is exact if and
only if `G(z) b` lies in the trial space. -/
theorem galerkin_exact_iff {H : E →L[ℂ] E} (hH : IsSelfAdjoint H) {Q : F →L[ℂ] E}
    (hQ : adjoint Q ∘L Q = 1) {z : ℂ} (hz : z.im ≠ 0) (b : E) :
    galerkin H Q z b = green H z b ↔ ∃ u, Q u = green H z b := by
  constructor
  · intro h
    exact ⟨_, h⟩
  · rintro ⟨u, hu⟩
    have h := galerkin_error hH hQ hz b u
    rw [hu, sub_self, norm_zero, mul_zero] at h
    exact (sub_eq_zero.mp (norm_le_zero_iff.mp h)).symm

/-- For self-adjoint `H`, `Q† Q = 1` and `Im z ≠ 0`, the error of the matrix element
`⟨a, G(z) b⟩` is bounded by the product of the trial errors for `G(z) b` and `G(z̄) a`, times
`‖z - H‖² / |Im z|`. -/
theorem matrix_element_error {H : E →L[ℂ] E} (hH : IsSelfAdjoint H) {Q : F →L[ℂ] E}
    (hQ : adjoint Q ∘L Q = 1) {z : ℂ} (hz : z.im ≠ 0) (a b : E) (u w : F) :
    ‖⟪a, green H z b⟫_ℂ - ⟪a, galerkin H Q z b⟫_ℂ‖ ≤
      ‖shift H z‖ ^ 2 / |z.im| * (‖green H (conj z) a - Q w‖ * ‖green H z b - Q u‖) := by
  have ha := shift_green hH (z := conj z) (by simpa using hz) a
  have ho := galerkin_orthogonality hH hQ hz b w
  have hE := galerkin_error hH hQ hz b u
  rw [← inner_sub_right]
  set e := green H z b - galerkin H Q z b
  set x' := green H (conj z) a
  -- move `z - H` onto the error, then subtract the trial vector `Q w`
  have h1 : ⟪a, e⟫_ℂ = ⟪x' - Q w, shift H z e⟫_ℂ := by
    rw [inner_sub_left, ho, sub_zero, ← ha, shift_apply, shift_apply, inner_sub_left,
      inner_sub_right x' (z • e) (H e), inner_smul_left, inner_smul_right, inner_symm hH,
      Complex.conj_conj]
  rw [h1]
  calc ‖⟪x' - Q w, shift H z e⟫_ℂ‖ ≤ ‖x' - Q w‖ * ‖shift H z e‖ := norm_inner_le_norm _ _
    _ ≤ ‖x' - Q w‖ * (‖shift H z‖ * (‖shift H z‖ / |z.im| * ‖green H z b - Q u‖)) := by
        gcongr
        exact ((shift H z).le_opNorm e).trans (by gcongr)
    _ = _ := by ring

/-- The two-level Hamiltonian with unit off-diagonal coupling is self-adjoint, and the embedding
of the first basis state satisfies `Q† Q = 1`. -/
theorem galerkin_witness :
    IsSelfAdjoint (Matrix.toEuclideanCLM (n := Fin 2) (𝕜 := ℂ) !![0, 1; 1, 0]) ∧
    adjoint (ContinuousLinearMap.toSpanSingleton ℂ (EuclideanSpace.single (0 : Fin 2) (1 : ℂ)))
      ∘L ContinuousLinearMap.toSpanSingleton ℂ (EuclideanSpace.single (0 : Fin 2) (1 : ℂ))
      = 1 := by
  constructor
  · have h : IsSelfAdjoint (!![0, 1; 1, 0] : Matrix (Fin 2) (Fin 2) ℂ) := by
      change star _ = _
      ext i j
      fin_cases i <;> fin_cases j <;> simp [Matrix.star_apply]
    exact h.map (Matrix.toEuclideanCLM (n := Fin 2) (𝕜 := ℂ))
  · rw [← ContinuousLinearMap.norm_map_iff_adjoint_comp_self]
    intro c
    simp [ContinuousLinearMap.toSpanSingleton_apply, norm_smul]

end

end GalerkinResolvent
```

```lean
#print axioms GalerkinResolvent.galerkin_error_one_add
-- 'GalerkinResolvent.galerkin_error_one_add' depends on axioms: [propext, Classical.choice, Quot.sound]
#print axioms GalerkinResolvent.galerkin_exact_iff
-- 'GalerkinResolvent.galerkin_exact_iff' depends on axioms: [propext, Classical.choice, Quot.sound]
#print axioms GalerkinResolvent.matrix_element_error
-- 'GalerkinResolvent.matrix_element_error' depends on axioms: [propext, Classical.choice, Quot.sound]
```

### The same steps in the Lean proof

`shift_green` supplies the equation $(z-H)G(z)b=b$, and `compress_selfAdjoint` shows $T^\dagger=T$, so that the same equation is available for the projected problem. `inner_symm` moves $H$ across the inner product.

In `coercive`, `him` says that the expectation value is real, `h3` computes the imaginary part, and `Complex.abs_im_le_norm` compares it with the modulus.

`galerkin_orthogonality` first proves that $Q^\dagger$ annihilates $(z-H)e$. The auxiliary `hQQ` is $Q^\dagger Qc=c$, the only place where orthonormality enters the argument. The last line carries $Q$ across the inner product as its adjoint.

In `galerkin_error`, `hsplit` is the decomposition $e=(x-Qu)+Q(u-c)$, and `h1` replaces the left entry by $x-Qu$. The chain in `h2` joins coercivity, Cauchy–Schwarz (`norm_inner_le_norm`) and the operator-norm bound (`le_opNorm`). The final `rcases` separates $e=0$ from the case in which one may divide by $\lVert e\rVert$.

`galerkin_exact_iff` inserts a vector $u$ with $Qu=x$ into the bound. In `matrix_element_error`, `h1` is the displayed identity for $\langle a,e\rangle$, and the `calc` block estimates it.

### `Ring.inverse` and the real spectrum

The Green's operator is defined by `Ring.inverse`, which accepts every element of a ring: it returns the inverse when there is one and zero otherwise. The definition thus needs no proof of invertibility, but it also says nothing useful until one is given.

`shift_green` gives it by contradiction. If $z-H$ were not a unit of the ring of bounded operators, then $z$ would belong to `spectrum ℂ H`, since that is how Mathlib defines the spectrum. The lemma `IsSelfAdjoint.mem_spectrum_eq_re`, used as `hH.mem_spectrum_eq_re`, says that a spectral point of a self-adjoint element equals its own real part. Taking imaginary parts contradicts `z.im ≠ 0`. With invertibility established, `Ring.mul_inverse_cancel` yields $(z-H)G(z)=1$.

Because this is proved for an arbitrary Hilbert space, one theorem serves both $H$ on `E` and $T$ on `F`. The later proofs use no other property of the two inverses.
